# The number of integers J with m ≤ J < d and the parity of d is ⌊(d − m)/2⌋

For natural numbers `d` and `m`, the lemma counts the integers J from m up to d − 1 for which d + J is even, and states that there are ⌊(d − m)/2⌋ of them, or none if m ≥ d. If J is read as an integer quantum number, this is the number of values in that range that a parity rule admits; the statement itself is pure arithmetic and involves no states or operators. The proof is by induction on the difference d − m, with m left free to vary. In the inductive step it splits off the lowest term of the sum, applies the induction hypothesis to the range starting at m + 1, and settles the two parity cases with `omega`.

An attempt in Lean 4 with a fault in it:

```lean
import Mathlib

open Finset

namespace EquivalentFermionPairs

/-- The number of `J` with `m ≤ J < d` and the same parity as `d` is `⌊(d - m) / 2⌋`,
and zero if `m` exceeds `d`. -/
theorem sum_alternate (d m : ℕ) :
    ∑ J ∈ Ico m d, (if Even (d + J) then 1 else 0) = (d - m) / 2 := by
  -- induction on the number of terms, removing the lowest one
  induction hk : d - m generalizing m with
  | zero =>
    rw [Finset.Ico_eq_empty_of_le (by omega), Finset.sum_empty]
  | succ k ih =>
    rw [Finset.sum_eq_sum_Ico_succ_bot (by omega), ih (m + 1) (by omega)]
    split_ifs with h <;> rw [Nat.even_iff] at h <;> omega

end EquivalentFermionPairs
```

Compiling this gives:

```
Main.lean:13:9: error: unsolved goals
case zero
d m : ℕ
hk : d - m = 0
⊢ 0 = 0 / 2
```

This version goes through:

```diff
@@ -13,4 +13,5 @@
   | zero =>
     rw [Finset.Ico_eq_empty_of_le (by omega), Finset.sum_empty]
+    omega
   | succ k ih =>
     rw [Finset.sum_eq_sum_Ico_succ_bot (by omega), ih (m + 1) (by omega)]
```

What went wrong. The error is in the base case, where d − m = 0. The two rewrites there succeed: the first replaces the range by the empty set, and the second replaces the sum over it by 0. Since the induction has already put 0 in place of `d - m` on the right-hand side, what remains is `0 = 0 / 2`, the goal shown in the message.

This equation is true, but `rw` does not prove it. After rewriting, `rw` tries to close the goal by `rfl`, but only with reducible definitions unfolded, and that is not enough here to evaluate the division `0 / 2`. The case therefore ends with a goal still open.

The added `omega` closes it, because that tactic decides linear arithmetic over the natural numbers and handles division by a numeral such as 2. The inductive step is unchanged.
